# Stretching a nonnegative density about the minimum of a convex trap: the trap energy is convex and nondecreasing

Let $v$ be a convex potential on $d$-dimensional space with its minimum at the origin, and let $n\ge 0$ be a density for which $v(sx)\,n(x)$ is integrable for every $s>0$. Then the trap energy of the stretched density,

$$W(s)=\int v(x)\,s^{-d}\,n(x/s)\,dx ,$$

is a convex and nondecreasing function of the stretching factor $s>0$.

In density functional theory this describes how the external-potential term responds to uniform coordinate scaling, for a finite convex trap only; the kinetic and interaction terms are not treated. The attraction $-1/r$ of a nucleus is not convex, and a hard-wall box is not finite everywhere, so neither is covered.

## Space, stretched density and trap energy

Space is a finite-dimensional real inner product space `E` with its Lebesgue volume.

```lean
import Mathlib

open MeasureTheory Module Set

namespace ConvexTrapScaling

noncomputable section

variable {E : Type*} [NormedAddCommGroup E] [InnerProductSpace ℝ E]
  [FiniteDimensional ℝ E] [MeasurableSpace E] [BorelSpace E]
```

The dimension $d$ is `finrank ℝ E`. The function `stretch s n` is the density $s^{-d}n(x/s)$, so $s>1$ spreads the cloud out and $s<1$ compresses it.

```lean
/-- The density `s^(-d) n(x/s)`, where `d` is the dimension of space. -/
def stretch (s : ℝ) (n : E → ℝ) (x : E) : ℝ :=
  (s ^ finrank ℝ E)⁻¹ * n (s⁻¹ • x)
```

The energy of a density in a potential is the integral of their product, and $W(s)$ is `trapEnergy v (stretch s n)`.

```lean
/-- The energy of the density `n` in the external potential `v`. -/
def trapEnergy (v n : E → ℝ) : ℝ := ∫ x, v x * n x
```

## (a) Moving the scaling from the density to the trap

**Task.** Show that $W(s)=\int v(sy)\,n(y)\,dy$ for $s>0$.

**Solution.** Substitute $x=sy$, so that $dx=s^d\,dy$. Then

$$W(s)=\int v(sy)\,s^{-d}\,n(y)\,s^d\,dy=\int v(sy)\,n(y)\,dy .$$

In Lean, the substitution is `Measure.integral_comp_inv_smul` applied to $y\mapsto v(sy)n(y)$, and the last rewrite cancels the two powers of $s$. No integrability is assumed: if the integrals diverge, Lean gives both sides the value 0.

```lean
/-- Stretching the density by `s` gives the same trap energy as keeping the density
and evaluating the potential at `s y`. -/
theorem trapEnergy_stretch (v n : E → ℝ) {s : ℝ} (hs : 0 < s) :
    trapEnergy v (stretch s n) = ∫ y, v (s • y) * n y := by
  have h := Measure.integral_comp_inv_smul (volume : Measure E)
    (fun y => v (s • y) * n y) s
  simp only [smul_inv_smul₀ hs.ne', smul_eq_mul, abs_of_pos (pow_pos hs _)] at h
  have h2 : trapEnergy v (stretch s n)
      = (s ^ finrank ℝ E)⁻¹ * ∫ x, v x * n (s⁻¹ • x) := by
    rw [← integral_const_mul]
    unfold trapEnergy stretch
    congr 1
    funext x
    ring
  rw [h2, h, inv_mul_cancel_left₀ (pow_pos hs _).ne']
```

## (b) Conservation of particle number

**Task.** Show that stretching leaves $\int n$ unchanged.

**Solution.** Put $v=1$ in (a). The left side becomes the integral of the stretched density and the right side becomes $\int n(y)\,dy$.

```lean
/-- Stretching conserves the particle number. -/
theorem integral_stretch (n : E → ℝ) {s : ℝ} (hs : 0 < s) :
    ∫ x, stretch s n x = ∫ x, n x := by
  simpa [trapEnergy] using trapEnergy_stretch (fun _ => (1 : ℝ)) n hs
```

## (c) Combining two stretched energies into one integral

**Task.** For $s,t>0$ and real $a,b$, write $aW(s)+bW(t)$ as a single integral against $n$.

**Solution.** By (a) and linearity,

$$aW(s)+bW(t)=\int\big(a\,v(sx)+b\,v(tx)\big)\,n(x)\,dx .$$

This step uses linearity of the integral for integrable functions, and the hypothesis `hI` supplies the integrability. For a convex trap and an integrable density, `hI` is a condition on the tails of the density: they must fall off fast enough for the energy to be finite at every stretching factor. The theorem also records that the combined integrand is integrable, because the comparisons of integrals below require it.

```lean
/-- If `v (s x) n x` is integrable in `x` for every `s > 0`, then a weighted sum of two stretched
trap energies is the energy of the original density in the weighted sum of the two rescaled
potentials, and the product of that sum with the density is integrable. -/
theorem trapEnergy_mix {v n : E → ℝ}
    (hI : ∀ s : ℝ, 0 < s → Integrable (fun x => v (s • x) * n x))
    {s t : ℝ} (hs : 0 < s) (ht : 0 < t) (a b : ℝ) :
    Integrable (fun x => (a * v (s • x) + b * v (t • x)) * n x) ∧
    a * trapEnergy v (stretch s n) + b * trapEnergy v (stretch t n)
      = ∫ x, (a * v (s • x) + b * v (t • x)) * n x := by
  have e : (fun x => (a * v (s • x) + b * v (t • x)) * n x)
      = fun x => a * (v (s • x) * n x) + b * (v (t • x) * n x) := by
    funext x
    ring
  rw [e]
  refine ⟨((hI s hs).const_mul a).add ((hI t ht).const_mul b), ?_⟩
  rw [integral_add ((hI s hs).const_mul a) ((hI t ht).const_mul b),
    integral_const_mul, integral_const_mul, trapEnergy_stretch v n hs,
    trapEnergy_stretch v n ht]
```

## (d) The chord along a ray

**Task.** For $0<s\le t$, bound $v(sx)$ by the values of $v$ at $tx$ and at the origin.

**Solution.** The point $sx$ lies on the segment from $0$ to $tx$:

$$sx=\frac st\,(tx)+\Big(1-\frac st\Big)0 .$$

Both weights are nonnegative and they add to 1, so convexity gives

$$v(sx)\le \frac st\,v(tx)+\Big(1-\frac st\Big)v(0).$$

The hypothesis `ConvexOn ℝ univ v` says that $v$ is convex on the whole space. The position of the minimum plays no role yet.

```lean
omit [FiniteDimensional ℝ E] [MeasurableSpace E] [BorelSpace E] in
/-- Along a ray from the origin a convex potential lies on or below its chord. -/
theorem ray_chord {v : E → ℝ} (hv : ConvexOn ℝ univ v) {s t : ℝ} (hs : 0 < s)
    (hst : s ≤ t) (x : E) :
    v (s • x) ≤ s / t * v (t • x) + (1 - s / t) * v 0 := by
  have ht : 0 < t := hs.trans_le hst
  have h1 : 0 ≤ s / t := (div_pos hs ht).le
  have h2 : 0 ≤ 1 - s / t := sub_nonneg.mpr ((div_le_one ht).mpr hst)
  have h := hv.2 (mem_univ (t • x)) (mem_univ (0 : E)) h1 h2 (by ring)
  rw [smul_zero, add_zero, smul_smul, div_mul_cancel₀ _ ht.ne'] at h
  exact h
```

## (e) Convexity and monotonicity of the trap energy

**Task.** Prove that $W$ is convex and nondecreasing on $s>0$.

**Solution.** For convexity, take $s,t>0$ and $a,b\ge0$ with $a+b=1$. Since $(as+bt)x=a(sx)+b(tx)$,

$$v\big((as+bt)x\big)\le a\,v(sx)+b\,v(tx).$$

Multiplying by $n(x)\ge0$ preserves the inequality. Integrating it and applying (a) and (c) gives $W(as+bt)\le aW(s)+bW(t)$.

For monotonicity, let $0<s\le t$. The minimum at the origin gives $v(0)\le v(tx)$, so the chord bound in (d) becomes

$$v(sx)\le\frac st\,v(tx)+\Big(1-\frac st\Big)v(tx)=v(tx).$$

Multiplying by $n(x)$ and integrating gives $W(s)\le W(t)$.

The statement has these two conclusions, `ConvexOn` and `MonotoneOn`, both on `Ioi 0`, the open half-line $s>0$. The minimum hypothesis `hmin` allows other minimum points besides the origin. In each half of the proof, `integral_mono` reduces the claim to the pointwise inequality. In the monotonicity half, `nlinarith` then combines the chord with `hmin`.

```lean
/-- Let `v` be a convex trap with its minimum at the origin and `n` a nonnegative density such that
`v (s x) n x` is integrable in `x` for every `s > 0`. Then the trap energy of the stretched density
is a convex and nondecreasing function of the stretching factor `s > 0`. -/
theorem trapEnergy_convex_monotone {v n : E → ℝ} (hv : ConvexOn ℝ univ v)
    (hmin : ∀ x, v 0 ≤ v x) (hn : ∀ x, 0 ≤ n x)
    (hI : ∀ s : ℝ, 0 < s → Integrable (fun x => v (s • x) * n x)) :
    ConvexOn ℝ (Ioi 0) (fun s => trapEnergy v (stretch s n)) ∧
    MonotoneOn (fun s => trapEnergy v (stretch s n)) (Ioi 0) := by
  constructor
  · refine ⟨convex_Ioi 0, fun s hs t ht a b ha hb hab => ?_⟩
    have hpos : 0 < a * s + b * t := (convex_Ioi (0 : ℝ)) hs ht ha hb hab
    change trapEnergy v (stretch (a * s + b * t) n)
      ≤ a * trapEnergy v (stretch s n) + b * trapEnergy v (stretch t n)
    obtain ⟨hi, he⟩ := trapEnergy_mix hI hs ht a b
    rw [he, trapEnergy_stretch v n hpos]
    -- convexity of the potential on the ray through `x`, weighted by the density
    refine integral_mono (hI _ hpos) hi (fun x => mul_le_mul_of_nonneg_right ?_ (hn x))
    have h := hv.2 (mem_univ (s • x)) (mem_univ (t • x)) ha hb hab
    have e : (a * s + b * t) • x = a • s • x + b • t • x := by module
    rw [e]
    exact h
  · intro s hs t ht hst
    have hs' : 0 < s := hs
    have ht' : 0 < t := ht
    change trapEnergy v (stretch s n) ≤ trapEnergy v (stretch t n)
    rw [trapEnergy_stretch v n hs', trapEnergy_stretch v n ht']
    refine integral_mono (hI s hs') (hI t ht')
      (fun x => mul_le_mul_of_nonneg_right ?_ (hn x))
    -- the chord from the origin does not fall, because the origin is a minimum
    have h := ray_chord hv hs' hst x
    have h2 : 0 ≤ 1 - s / t := sub_nonneg.mpr ((div_le_one ht').mpr hst)
    nlinarith [mul_le_mul_of_nonneg_left (hmin (t • x)) h2]
```

## (f) The energy measured from the potential at the origin

**Task.** Let $n$ also be integrable, with $N=\int n$. Show that for $0<s\le t$

$$W(s)-v(0)N\le\frac st\,\big(W(t)-v(0)N\big),$$

without using the minimum at the origin.

**Solution.** Multiply the chord bound in (d) by $n(x)$ and integrate:

$$W(s)\le\frac st\,W(t)+\Big(1-\frac st\Big)v(0)N .$$

Subtract $v(0)N$ from both sides. The extra hypothesis `hN` makes $N$ a genuine particle number and lets the right-hand side be integrated term by term.

There is a simple limit of full compression. If the origin is also the minimum, then $W(s)-v(0)N\ge0$, and taking $t=1$ squeezes this difference between $0$ and $s\,(W(1)-v(0)N)$ for $s\le1$. Hence $W(s)\to v(0)N$ as $s\to0$: all particles end up at the trap bottom.

```lean
/-- Let `v` be convex and `n` a nonnegative integrable density such that `v (s x) n x` is integrable
in `x` for every `s > 0`. For `0 < s ≤ t`, the trap energy measured from `v 0` times the particle
number is, at stretching factor `s`, at most `s / t` times its value at `t`. -/
theorem trapEnergy_excess_le {v n : E → ℝ} (hv : ConvexOn ℝ univ v)
    (hn : ∀ x, 0 ≤ n x) (hN : Integrable n)
    (hI : ∀ s : ℝ, 0 < s → Integrable (fun x => v (s • x) * n x))
    {s t : ℝ} (hs : 0 < s) (hst : s ≤ t) :
    trapEnergy v (stretch s n) - v 0 * ∫ x, n x
      ≤ s / t * (trapEnergy v (stretch t n) - v 0 * ∫ x, n x) := by
  have ht : 0 < t := hs.trans_le hst
  have pt : ∀ x, v (s • x) * n x
      ≤ s / t * (v (t • x) * n x) + (1 - s / t) * v 0 * n x := fun x => by
    have h := mul_le_mul_of_nonneg_right (ray_chord hv hs hst x) (hn x)
    linarith
  have key : ∫ x, v (s • x) * n x
      ≤ ∫ x, (s / t * (v (t • x) * n x) + (1 - s / t) * v 0 * n x) :=
    integral_mono (hI s hs)
      (((hI t ht).const_mul (s / t)).add (hN.const_mul ((1 - s / t) * v 0))) pt
  rw [integral_add ((hI t ht).const_mul (s / t)) (hN.const_mul ((1 - s / t) * v 0)),
    integral_const_mul, integral_const_mul] at key
  rw [trapEnergy_stretch v n hs, trapEnergy_stretch v n ht]
  linarith
```

## (g) A strictly lower potential gives a strictly lower energy

**Task.** Let $f(x)<g(x)$ for all $x\ne0$, in positive dimension, with $fn$ and $gn$ integrable. Let $n\ge0$ not vanish almost everywhere. Show that $\int fn<\int gn$.

**Solution.** The origin has volume zero, so $(g-f)n\ge0$ almost everywhere and its integral is nonnegative. Suppose that $\int fn\ge\int gn$. Then the integral of $(g-f)n$ is zero, and a nonnegative function with zero integral vanishes almost everywhere. Since $g-f>0$ away from the origin, $n$ would vanish almost everywhere, which is a contradiction.

The instance `[Nontrivial E]` expresses positive dimension. The Lean proof follows the same argument, with `integral_eq_zero_iff_of_nonneg_ae` supplying the step from zero integral to zero function.

```lean
/-- In positive dimension, let one potential be strictly below another away from the origin. Then a
nonnegative density that does not vanish almost everywhere, and whose products with both potentials
are integrable, has strictly lower energy in the first. -/
theorem energy_lt_of_potential_lt [Nontrivial E] {f g n : E → ℝ}
    (hf : Integrable (fun x => f x * n x)) (hg : Integrable (fun x => g x * n x))
    (hn : ∀ x, 0 ≤ n x) (hne : ¬ n =ᵐ[volume] 0) (hfg : ∀ x, x ≠ 0 → f x < g x) :
    ∫ x, f x * n x < ∫ x, g x * n x := by
  have h0 : ∀ᵐ x : E, x ≠ 0 := compl_mem_ae_iff.mpr (measure_singleton (0 : E))
  have hpos : 0 ≤ᵐ[volume] fun x => g x * n x - f x * n x := by
    filter_upwards [h0] with x hx
    exact sub_nonneg.mpr (mul_le_mul_of_nonneg_right (hfg x hx).le (hn x))
  by_contra hle
  have hnn := integral_nonneg_of_ae hpos
  have hsub := integral_sub hg hf
  have hz : ∫ x, (g x * n x - f x * n x) = 0 := by linarith [not_lt.mp hle]
  -- equal energies would force the density to vanish almost everywhere
  have hae := (integral_eq_zero_iff_of_nonneg_ae hpos (hg.sub hf)).mp hz
  apply hne
  filter_upwards [h0, hae] with x hx h
  have h' : g x * n x - f x * n x = 0 := h
  have h2 : (g x - f x) * n x = 0 := by linear_combination h'
  exact (mul_eq_zero.mp h2).resolve_left (sub_pos.mpr (hfg x hx)).ne'
```

## (h) Strict convexity and strict increase

**Task.** Let $v$ be strictly convex, the dimension positive and $n$ not almost everywhere zero, with the other hypotheses of (e) unchanged. Show that $W$ is strictly convex and strictly increasing.

**Solution.** Let $x\ne0$. If $s\ne t$, then $sx\ne tx$, so for $a,b>0$ with $a+b=1$

$$v\big((as+bt)x\big)<a\,v(sx)+b\,v(tx).$$

If $0<s<t$, the points $tx$ and $0$ are distinct, so the chord bound is strict and

$$v(sx)<\frac st\,v(tx)+\Big(1-\frac st\Big)v(0)\le v(tx).$$

Part (g) turns each pointwise inequality into a strict inequality between energies.

In dimension zero, space is a single point and stretching does nothing. The energy is then constant in $s$, which is compatible with (e) but not with strict increase.

```lean
/-- In positive dimension, let `v` be a strictly convex trap with its minimum at the origin and `n`
a nonnegative density, not almost everywhere zero, such that `v (s x) n x` is integrable in `x` for
every `s > 0`. Then the trap energy of the stretched density is strictly convex and strictly
increasing in the stretching factor `s > 0`. -/
theorem trapEnergy_strict [Nontrivial E] {v n : E → ℝ} (hv : StrictConvexOn ℝ univ v)
    (hmin : ∀ x, v 0 ≤ v x) (hn : ∀ x, 0 ≤ n x) (hne : ¬ n =ᵐ[volume] 0)
    (hI : ∀ s : ℝ, 0 < s → Integrable (fun x => v (s • x) * n x)) :
    StrictConvexOn ℝ (Ioi 0) (fun s => trapEnergy v (stretch s n)) ∧
    StrictMonoOn (fun s => trapEnergy v (stretch s n)) (Ioi 0) := by
  constructor
  · refine ⟨convex_Ioi 0, fun s hs t ht hst a b ha hb hab => ?_⟩
    have hpos : 0 < a * s + b * t := (convex_Ioi (0 : ℝ)) hs ht ha.le hb.le hab
    change trapEnergy v (stretch (a * s + b * t) n)
      < a * trapEnergy v (stretch s n) + b * trapEnergy v (stretch t n)
    obtain ⟨hi, he⟩ := trapEnergy_mix hI hs ht a b
    rw [he, trapEnergy_stretch v n hpos]
    refine energy_lt_of_potential_lt (hI _ hpos) hi hn hne (fun x hx => ?_)
    have hxy : s • x ≠ t • x := fun h => hst (smul_left_injective ℝ hx h)
    have h := hv.2 (mem_univ (s • x)) (mem_univ (t • x)) hxy ha hb hab
    have e : (a * s + b * t) • x = a • s • x + b • t • x := by module
    rw [e]
    exact h
  · intro s hs t ht hst
    have hs' : 0 < s := hs
    have ht' : 0 < t := ht
    change trapEnergy v (stretch s n) < trapEnergy v (stretch t n)
    rw [trapEnergy_stretch v n hs', trapEnergy_stretch v n ht']
    refine energy_lt_of_potential_lt (hI s hs') (hI t ht') hn hne (fun x hx => ?_)
    have h2 : 0 < 1 - s / t := sub_pos.mpr ((div_lt_one ht').mpr hst)
    have h := hv.2 (mem_univ (t • x)) (mem_univ (0 : E)) (smul_ne_zero ht'.ne' hx)
      (div_pos hs' ht') h2 (by ring)
    rw [smul_zero, add_zero, smul_smul, div_mul_cancel₀ _ ht'.ne',
      smul_eq_mul, smul_eq_mul] at h
    nlinarith [mul_le_mul_of_nonneg_left (hmin (t • x)) h2.le]
```

## (i) Power-law traps

**Task.** For $v(x)=\|x\|^p$ with $p$ a natural number, show that $W(s)=s^pW(1)$.

**Solution.** Since $\|sx\|^p=s^p\|x\|^p$ for $s>0$, part (a) gives

$$W(s)=\int s^p\,\|x\|^p\,n(x)\,dx=s^p\,W(1).$$

Here $W(1)$ is the energy of the unstretched density, which is how it appears in the Lean statement. The harmonic case $p=2$ gives quadratic growth. For $p=1$ we have $v(0)=0$ and $W(s)=\frac st\,W(t)$, so the bound in (f) holds with equality.

```lean
/-- In the power-law trap `‖x‖^p`, stretching the density by `s` multiplies the trap
energy by `s^p`. -/
theorem trapEnergy_power_law (p : ℕ) (n : E → ℝ) {s : ℝ} (hs : 0 < s) :
    trapEnergy (fun x => ‖x‖ ^ p) (stretch s n)
      = s ^ p * trapEnergy (fun x => ‖x‖ ^ p) n := by
  rw [trapEnergy_stretch _ n hs]
  unfold trapEnergy
  rw [← integral_const_mul]
  congr 1
  funext x
  simp only [norm_smul, Real.norm_of_nonneg hs.le, mul_pow]
  ring

end

end ConvexTrapScaling
```

```lean
#print axioms ConvexTrapScaling.trapEnergy_convex_monotone
-- 'ConvexTrapScaling.trapEnergy_convex_monotone' depends on axioms: [propext, Classical.choice, Quot.sound]
#print axioms ConvexTrapScaling.trapEnergy_excess_le
-- 'ConvexTrapScaling.trapEnergy_excess_le' depends on axioms: [propext, Classical.choice, Quot.sound]
#print axioms ConvexTrapScaling.trapEnergy_strict
-- 'ConvexTrapScaling.trapEnergy_strict' depends on axioms: [propext, Classical.choice, Quot.sound]
#print axioms ConvexTrapScaling.trapEnergy_power_law
-- 'ConvexTrapScaling.trapEnergy_power_law' depends on axioms: [propext, Classical.choice, Quot.sound]
```
